# Finite Stone formula: the zero-broadening limit of the integrated local density of states

Take one site with one level at energy 0. Broadened by \(\eta>0\), the level has the density of states \(\eta/[\pi(E^2+\eta^2)]\). Its integral over the window \([0,1]\) is \(\arctan(1/\eta)/\pi\), which tends to \(1/2\) as \(\eta\) decreases to zero. The peak is symmetric about its level, so however narrow it becomes, half of its area stays outside a window that begins at the level. Over \([-1,1]\) the limit is 1.

The problem is to find this limit at one site of a system with many levels, some possibly degenerate and some possibly at the ends of the window. For non-interacting electrons on a finite cluster, it tells us what a broadened, energy-integrated local density of states converges to, even when the Fermi energy used as an integration limit coincides with a level.

## Green function, local density of states and site weight

The sites, or orthonormal orbitals, are labelled by a finite type `n`, and the Hamiltonian \(H\) is a complex matrix over them.

```lean
import Mathlib

open Matrix Filter Topology Real

namespace FiniteStoneFormula

noncomputable section

variable {n : Type*} [Fintype n] [DecidableEq n]
```

The Green function at complex energy \(z\) is \(G(z)=(z-H)^{-1}\), a matrix inverse.

```lean
/-- The Green function `(z - H)⁻¹` of a finite Hamiltonian, for `z` that is not an eigenvalue
of `H`. -/
def green (H : Matrix n n ℂ) (z : ℂ) : Matrix n n ℂ :=
  (z • (1 : Matrix n n ℂ) - H)⁻¹
```

The local density of states at site \(i\) is \(-\operatorname{Im}G_{ii}(E+i\eta)/\pi\), where the \(i\) in \(i\eta\) is the imaginary unit. Taking \(\eta>0\) makes this the retarded convention.

```lean
/-- The local density of states `-Im G_ii(E + iη) / π` at site `i` with broadening `η > 0`, for
`E + iη` that is not an eigenvalue of `H`. -/
def localDOS (H : Matrix n n ℂ) (i : n) (η E : ℝ) : ℝ :=
  -(green H ((E : ℂ) + η * Complex.I) i i).im / π
```

Let column \(k\) of a unitary \(U\) be the normalised eigenvector with real energy \(e_k\). The site weight of a set \(S\) of energies is
\[
w_i(S)=\sum_{k:\,e_k\in S}|U_{ik}|^2 .
\]
In Lean the restriction on \(k\) is an indicator function, and `Complex.normSq` is the squared modulus. Degenerate levels contribute one term for each eigenvector.

```lean
/-- The weight on site `i` of the levels with energy in `S`: the sum of `|U_ik|²` over the
levels `k` with `e k ∈ S`, where column `k` of `U` is the state of level `k`. -/
def siteWeight (U : Matrix n n ℂ) (e : n → ℝ) (i : n) (S : Set ℝ) : ℝ :=
  ∑ k, S.indicator (fun _ => Complex.normSq (U i k)) (e k)
```

## (a) The Green function as a sum over levels

**Task.** Let \(H=UDU^\dagger\) with \(D=\operatorname{diag}(e_k)\), and let \(z\) differ from every \(e_k\). Show that
\[
G_{ii}(z)=\sum_k\frac{|U_{ik}|^2}{z-e_k}.
\]

**Solution.** Since \(UU^\dagger=1\), we have \(z-H=U(z-D)U^\dagger\). Multiplying this by \(U(z-D)^{-1}U^\dagger\) and using \(U^\dagger U=1\) gives
\[
U(z-D)(z-D)^{-1}U^\dagger=1,
\]
so the second factor is \(G(z)\). Its diagonal element is \(\sum_k U_{ik}(z-e_k)^{-1}\overline{U_{ik}}\), which is the claim.

In the proof, `h3` is the factorisation of \(z-H\) and `hG` identifies the inverse by this product. `star U` is \(U^\dagger\).

```lean
/-- Spectral representation: if the unitary `U` diagonalises `H` with levels `e k`, and `z` is
none of the levels, then `G_ii(z)` is the sum of `|U_ik|² / (z - e k)`. -/
theorem green_apply_self {H U : Matrix n n ℂ} {e : n → ℝ}
    (hU : U ∈ Matrix.unitaryGroup n ℂ)
    (hH : H = U * diagonal (fun k => (e k : ℂ)) * star U)
    (i : n) {z : ℂ} (hz : ∀ k, z ≠ e k) :
    green H z i i = ∑ k, (Complex.normSq (U i k) : ℂ) / (z - e k) := by
  have h1 : star U * U = 1 := Matrix.mem_unitaryGroup_iff'.mp hU
  have h2 : U * star U = 1 := Matrix.mem_unitaryGroup_iff.mp hU
  have hD : diagonal (fun k => z - (e k : ℂ))
      = z • (1 : Matrix n n ℂ) - diagonal (fun k => (e k : ℂ)) := by
    ext p q
    by_cases h : p = q
    · subst h
      simp
    · simp [h]
  -- `z - H` is diagonal in the same basis
  have h3 : z • (1 : Matrix n n ℂ) - H
      = U * diagonal (fun k => z - (e k : ℂ)) * star U := by
    rw [hD, hH, mul_sub, sub_mul, Matrix.mul_smul, Matrix.smul_mul, mul_one, h2]
  have hd : diagonal (fun k => z - (e k : ℂ)) * diagonal (fun k => (z - (e k : ℂ))⁻¹)
      = (1 : Matrix n n ℂ) := by
    rw [Matrix.diagonal_mul_diagonal, ← Matrix.diagonal_one]
    congr 1
    funext k
    exact mul_inv_cancel₀ (sub_ne_zero.mpr (hz k))
  have hG : green H z = U * diagonal (fun k => (z - (e k : ℂ))⁻¹) * star U := by
    unfold green
    apply Matrix.inv_eq_right_inv
    rw [h3]
    calc U * diagonal (fun k => z - (e k : ℂ)) * star U
          * (U * diagonal (fun k => (z - (e k : ℂ))⁻¹) * star U)
        = U * diagonal (fun k => z - (e k : ℂ)) * (star U * U)
          * diagonal (fun k => (z - (e k : ℂ))⁻¹) * star U := by simp only [mul_assoc]
      _ = U * (diagonal (fun k => z - (e k : ℂ))
          * diagonal (fun k => (z - (e k : ℂ))⁻¹)) * star U := by
          rw [h1, mul_one]; simp only [mul_assoc]
      _ = 1 := by rw [hd, mul_one, h2]
  rw [hG, Matrix.mul_apply]
  refine Finset.sum_congr rfl fun k _ => ?_
  rw [Matrix.mul_diagonal, Matrix.star_apply, ← Complex.mul_conj, div_eq_mul_inv,
    Complex.star_def]
  ring
```

## (b) The imaginary part

**Task.** For \(\eta>0\), show that the local density of states is
\[
-\frac{1}{\pi}\operatorname{Im}G_{ii}(E+i\eta)=\sum_k|U_{ik}|^2\,\frac{1}{\pi}\,\frac{\eta}{(E-e_k)^2+\eta^2}.
\]

**Solution.** The number \(E+i\eta\) is not real, so it is none of the levels and (a) applies. For each level,
\[
\frac{1}{E-e_k+i\eta}=\frac{E-e_k-i\eta}{(E-e_k)^2+\eta^2},
\]
whose imaginary part is \(-\eta/[(E-e_k)^2+\eta^2]\). Multiply by \(-|U_{ik}|^2/\pi\) and sum.

Here `hz` shows that the energy avoids the levels, `hn` gives the squared modulus of \(E+i\eta-e_k\), and `him` gives its imaginary part, \(\eta\).

```lean
/-- If the unitary `U` diagonalises `H` with levels `e k`, then for `η > 0` the local density of
states at site `i` is a sum of Lorentzians of half-width `η` centred at the levels, weighted by
`|U_ik|²`. -/
theorem localDOS_eq {H U : Matrix n n ℂ} {e : n → ℝ}
    (hU : U ∈ Matrix.unitaryGroup n ℂ)
    (hH : H = U * diagonal (fun k => (e k : ℂ)) * star U)
    (i : n) {η : ℝ} (hη : 0 < η) (E : ℝ) :
    localDOS H i η E
      = ∑ k, Complex.normSq (U i k) * (η / ((E - e k) ^ 2 + η ^ 2) / π) := by
  have hz : ∀ k, (E : ℂ) + η * Complex.I ≠ e k := by
    intro k h
    have h' := congrArg Complex.im h
    simp at h'
    exact hη.ne' h'
  unfold localDOS
  rw [green_apply_self hU hH i hz, Complex.im_sum, ← Finset.sum_neg_distrib, Finset.sum_div]
  refine Finset.sum_congr rfl fun k _ => ?_
  have hn : Complex.normSq ((E : ℂ) + η * Complex.I - e k) = (E - e k) ^ 2 + η ^ 2 := by
    rw [Complex.normSq_apply]
    simp
    ring
  have him : ((E : ℂ) + η * Complex.I - e k).im = η := by simp
  rw [Complex.div_im, hn, him, Complex.ofReal_im, Complex.ofReal_re]
  ring
```

## (c) The integral at finite broadening

**Task.** For \(\eta>0\) and real \(a,b\), show that
\[
\int_a^b\!-\frac{\operatorname{Im}G_{ii}(E+i\eta)}{\pi}\,dE
=\sum_k|U_{ik}|^2\,\frac{\arctan\frac{b-e_k}{\eta}-\arctan\frac{a-e_k}{\eta}}{\pi}.
\]

**Solution.** By the chain rule,
\[
\frac{d}{dE}\arctan\frac{E-e_k}{\eta}=\frac{1/\eta}{1+(E-e_k)^2/\eta^2}=\frac{\eta}{(E-e_k)^2+\eta^2}.
\]
The sum in (b) therefore has the antiderivative \(\sum_k|U_{ik}|^2\arctan((E-e_k)/\eta)/\pi\). The integrand is continuous, so the fundamental theorem of calculus gives the result.

`hder` is the derivative and `hcont` the continuity. The integral is oriented, so \(a<b\) is not yet required.

```lean
/-- If the unitary `U` diagonalises `H` with levels `e k`, then at finite broadening `η > 0` the
local density of states at site `i` integrated from `a` to `b` is exactly a weighted sum of
differences of arctangents. -/
theorem integral_localDOS {H U : Matrix n n ℂ} {e : n → ℝ}
    (hU : U ∈ Matrix.unitaryGroup n ℂ)
    (hH : H = U * diagonal (fun k => (e k : ℂ)) * star U)
    (i : n) {η : ℝ} (hη : 0 < η) (a b : ℝ) :
    ∫ E in a..b, localDOS H i η E
      = ∑ k, Complex.normSq (U i k)
          * ((arctan ((b - e k) / η) - arctan ((a - e k) / η)) / π) := by
  have hη' : η ≠ 0 := hη.ne'
  have hf : localDOS H i η = fun E =>
      ∑ k, Complex.normSq (U i k) * (η / ((E - e k) ^ 2 + η ^ 2) / π) :=
    funext (localDOS_eq hU hH i hη)
  have hcont : Continuous (localDOS H i η) := by
    rw [hf]
    refine continuous_finsetSum _ fun k _ => continuous_const.mul
      ((continuous_const.div (by fun_prop) (fun E => ?_)).div_const _)
    positivity
  -- each Lorentzian is the derivative of an arctangent
  have hder : ∀ E : ℝ, HasDerivAt
      (fun x => ∑ k, Complex.normSq (U i k) * (arctan ((x - e k) / η) / π))
      (localDOS H i η E) E := by
    intro E
    rw [localDOS_eq hU hH i hη E]
    refine HasDerivAt.fun_sum fun k _ => ?_
    have h := (((((hasDerivAt_id' E).sub_const (e k)).div_const η).arctan).div_const
      π).const_mul (Complex.normSq (U i k))
    refine h.congr_deriv ?_
    have hL : 1 / (1 + ((E - e k) / η) ^ 2) * (1 / η) = η / ((E - e k) ^ 2 + η ^ 2) := by
      rw [div_mul_div_comm, div_eq_div_iff (by positivity) (by positivity)]
      field_simp
      ring
    rw [hL]
  refine (intervalIntegral.integral_eq_sub_of_hasDerivAt (fun E _ => hder E)
    (hcont.intervalIntegrable a b)).trans ?_
  simp only [← Finset.sum_sub_distrib]
  refine Finset.sum_congr rfl fun k _ => ?_
  ring
```

## (d) The arctangent at vanishing broadening

**Task.** With \(\operatorname{sgn}0=0\), show that for every real \(x\)
\[
\lim_{\eta\to0^+}\arctan\frac{x}{\eta}=\frac{\pi}{2}\operatorname{sgn}x .
\]

**Solution.** As \(\eta\to0^+\), \(1/\eta\to+\infty\). If \(x>0\), then \(x/\eta\to+\infty\) and the arctangent tends to \(\pi/2\). If \(x<0\), then \(x/\eta\to-\infty\) and it tends to \(-\pi/2\). If \(x=0\), it is zero for every \(\eta\).

The filter `𝓝[>] 0` expresses that \(\eta\) approaches zero through positive values.

```lean
/-- As `η` decreases to zero, `arctan (x / η)` tends to `π/2` times the sign of `x`, the sign
of zero being zero. -/
theorem tendsto_arctan_div (x : ℝ) :
    Tendsto (fun η : ℝ => arctan (x / η)) (𝓝[>] 0) (𝓝 (Real.sign x * (π / 2))) := by
  have hinv : Tendsto (fun η : ℝ => η⁻¹) (𝓝[>] 0) atTop := tendsto_inv_nhdsGT_zero
  simp only [div_eq_mul_inv x]
  rcases lt_trichotomy x 0 with h | h | h
  · rw [Real.sign_of_neg h, neg_one_mul]
    exact (Real.tendsto_arctan_atBot.mono_right nhdsWithin_le_nhds).comp
      (hinv.const_mul_atTop_of_neg h)
  · simp [h]
  · rw [Real.sign_of_pos h, one_mul]
    exact (Real.tendsto_arctan_atTop.mono_right nhdsWithin_le_nhds).comp
      (hinv.const_mul_atTop h)
```

## (e) What the signs count

**Task.** Let \(a<b\), and let \(\mathbf 1_S(x)\) be 1 for \(x\in S\) and 0 otherwise. For real \(w\) and \(x\), show that
\[
w\,\frac{\operatorname{sgn}(b-x)-\operatorname{sgn}(a-x)}{2}
=w\left[\mathbf 1_{(a,b)}(x)+\tfrac12\mathbf 1_{\{a\}}(x)+\tfrac12\mathbf 1_{\{b\}}(x)\right].
\]

**Solution.** Compare the two signs in each position of \(x\):

- For \(x<a\), the left side is \(w(1-1)/2=0\).
- For \(x=a\), it is \(w(1-0)/2=w/2\).
- For \(a<x<b\), it is \(w(1+1)/2=w\).
- For \(x=b\), it is \(w(0+1)/2=w/2\).
- For \(x>b\), it is \(w(-1+1)/2=0\).

These are the values on the right. The two uses of `lt_trichotomy` produce the same five cases, and `Set.Ioo a b` is the open interval.

```lean
/-- For `a < b`, half the difference of the signs of `b - x` and `a - x` counts a level at `x`
fully inside `(a, b)`, by one half at `a` or `b`, and not at all elsewhere. -/
theorem sign_window {a b : ℝ} (hab : a < b) (w x : ℝ) :
    w * ((Real.sign (b - x) - Real.sign (a - x)) / 2)
      = (Set.Ioo a b).indicator (fun _ => w) x
        + ({a} : Set ℝ).indicator (fun _ => w) x / 2
        + ({b} : Set ℝ).indicator (fun _ => w) x / 2 := by
  rcases lt_trichotomy x a with h | h | h
  · have hb : x < b := h.trans hab
    rw [Real.sign_of_pos (show 0 < b - x by linarith),
      Real.sign_of_pos (show 0 < a - x by linarith)]
    norm_num [Set.indicator, h.ne, hb.ne, not_lt_of_ge h.le]
  · rw [h, sub_self, Real.sign_zero, Real.sign_of_pos (show 0 < b - a by linarith)]
    norm_num [Set.indicator, hab.ne]
    ring
  · rw [Real.sign_of_neg (show a - x < 0 by linarith)]
    rcases lt_trichotomy x b with g | g | g
    · rw [Real.sign_of_pos (show 0 < b - x by linarith)]
      norm_num [Set.indicator, h, g, h.ne', g.ne]
    · rw [g, sub_self, Real.sign_zero]
      norm_num [Set.indicator, hab.ne']
      ring
    · rw [Real.sign_of_neg (show b - x < 0 by linarith)]
      norm_num [Set.indicator, h.ne', g.ne', not_lt_of_ge g.le]
```

## (f) The limit in a given eigenbasis

**Task.** For \(H=UDU^\dagger\) as in (a) and \(a<b\), show that
\[
\lim_{\eta\to0^+}\int_a^b\!-\frac{\operatorname{Im}G_{ii}(E+i\eta)}{\pi}\,dE
=w_i((a,b))+\tfrac12w_i(\{a\})+\tfrac12w_i(\{b\}).
\]

**Solution.** The sum in (c) is finite, so its limit may be taken term by term. By (d), it is
\[
\sum_k|U_{ik}|^2\,\frac{\operatorname{sgn}(b-e_k)-\operatorname{sgn}(a-e_k)}{2}.
\]
Apply (e) with \(w=|U_{ik}|^2\) and \(x=e_k\), then collect the three sums.

The condition \(a\le b\) would be too weak: at \(a=b\) the integral vanishes, while the right side is \(w_i(\{a\})\), which may be positive.

In Lean, `hlim` is the termwise limit and `hval` its evaluation. The last lines replace the arctangent sum by the integral, which equals it for every \(\eta>0\).

```lean
/-- Finite Stone formula in a given eigenbasis: if the unitary `U` diagonalises `H` with levels
`e k` and `a < b`, the integrated local density of states tends, as `η` decreases to zero, to
the site weight in `(a, b)` plus half the site weights at `a` and at `b`. -/
theorem stone_of_diagonalization {H U : Matrix n n ℂ} {e : n → ℝ}
    (hU : U ∈ Matrix.unitaryGroup n ℂ)
    (hH : H = U * diagonal (fun k => (e k : ℂ)) * star U)
    (i : n) {a b : ℝ} (hab : a < b) :
    Tendsto (fun η : ℝ => ∫ E in a..b, localDOS H i η E) (𝓝[>] 0)
      (𝓝 (siteWeight U e i (Set.Ioo a b)
        + siteWeight U e i {a} / 2 + siteWeight U e i {b} / 2)) := by
  have hlim : Tendsto (fun η : ℝ => ∑ k, Complex.normSq (U i k)
      * ((arctan ((b - e k) / η) - arctan ((a - e k) / η)) / π)) (𝓝[>] 0)
      (𝓝 (∑ k, Complex.normSq (U i k)
        * ((Real.sign (b - e k) * (π / 2) - Real.sign (a - e k) * (π / 2)) / π))) :=
    tendsto_finsetSum _ fun k _ =>
      (((tendsto_arctan_div (b - e k)).sub (tendsto_arctan_div (a - e k))).div_const
        π).const_mul _
  -- the limit, level by level, is the window with half weights at its ends
  have hval : ∑ k, Complex.normSq (U i k)
        * ((Real.sign (b - e k) * (π / 2) - Real.sign (a - e k) * (π / 2)) / π)
      = siteWeight U e i (Set.Ioo a b)
        + siteWeight U e i {a} / 2 + siteWeight U e i {b} / 2 := by
    unfold siteWeight
    rw [Finset.sum_div, Finset.sum_div, ← Finset.sum_add_distrib, ← Finset.sum_add_distrib]
    refine Finset.sum_congr rfl fun k _ => ?_
    rw [← sign_window hab]
    congr 1
    rw [div_eq_iff Real.pi_ne_zero]
    ring
  rw [← hval]
  refine hlim.congr' ?_
  filter_upwards [self_mem_nhdsWithin] with η hη
  exact (integral_localDOS hU hH i hη a b).symm
```

## (g) Every Hermitian matrix

**Task.** Show that for every Hermitian \(H\), site \(i\) and \(a<b\), the limit in (f) exists and has the stated value, with \(w_i\) computed from an orthonormal eigenbasis of \(H\).

**Solution.** The spectral theorem supplies a unitary \(U\) and real \(e_k\) with \(H=UDU^\dagger\). Part (f) then applies. Since (f) holds for any diagonalisation and the integral depends only on \(H\), the right side has the same value for every choice of eigenvectors within a degenerate level.

Mathlib's choices are `hH.eigenvectorUnitary` and `hH.eigenvalues`. Stone's formula for a general self-adjoint operator must also handle continuous spectrum, for which these finite sums are not enough.

```lean
/-- Finite Stone formula: for Hermitian `H` and `a < b`, the integral of `-Im G_ii(E + iη) / π`
over `[a, b]` tends, as `η` decreases to zero, to the weight on site `i` of the levels in
`(a, b)` plus half the weight at `a` and half the weight at `b`. -/
theorem stone_formula {H : Matrix n n ℂ} (hH : H.IsHermitian) (i : n)
    {a b : ℝ} (hab : a < b) :
    Tendsto (fun η : ℝ => ∫ E in a..b, localDOS H i η E) (𝓝[>] 0)
      (𝓝 (siteWeight (hH.eigenvectorUnitary : Matrix n n ℂ) hH.eigenvalues i (Set.Ioo a b)
        + siteWeight (hH.eigenvectorUnitary : Matrix n n ℂ) hH.eigenvalues i {a} / 2
        + siteWeight (hH.eigenvectorUnitary : Matrix n n ℂ) hH.eigenvalues i {b} / 2)) := by
  refine stone_of_diagonalization hH.eigenvectorUnitary.2 ?_ i hab
  have h := hH.spectral_theorem
  rw [Unitary.conjStarAlgAut_apply] at h
  exact h
```

## (h) A dimer with both levels at the ends

**Task.** Let \(t>0\) and \(H=\begin{pmatrix}0&t\\t&0\end{pmatrix}\). Show that on the first site
\[
\lim_{\eta\to0^+}\int_{-t}^{t}-\frac{\operatorname{Im}G_{00}(E+i\eta)}{\pi}\,dE=\frac12 .
\]

**Solution.** The normalised states \((1,1)/\sqrt2\) and \((1,-1)/\sqrt2\) have energies \(t\) and \(-t\). Each has weight \(1/2\) on site 0, and no level lies inside the window. By (f), the limit is \(0+\tfrac14+\tfrac14=\tfrac12\). Counting the open interval would give 0, and the closed interval 1.

The hopping element is \(+t\), whereas many textbooks write \(-t\), so here the in-phase state is the upper one. Lean's `U` multiplies both states by the phase \((1+i)/\sqrt2\), which leaves the weights unchanged.

```lean
/-- For the dimer with zero site energies and hopping element `t > 0`, the local density of states
of the first site integrated over `[-t, t]` tends to `1/2` as `η` decreases to zero. -/
theorem dimer_half_weight {t : ℝ} (ht : 0 < t) :
    Tendsto (fun η : ℝ => ∫ E in (-t)..t,
      localDOS !![0, (t : ℂ); (t : ℂ), 0] 0 η E) (𝓝[>] 0) (𝓝 (1 / 2)) := by
  -- in-phase and out-of-phase states, with an irrelevant common phase that avoids square roots
  let U : Matrix (Fin 2) (Fin 2) ℂ :=
    !![⟨1 / 2, 1 / 2⟩, ⟨1 / 2, 1 / 2⟩; ⟨1 / 2, 1 / 2⟩, ⟨-1 / 2, -1 / 2⟩]
  have hU : U ∈ Matrix.unitaryGroup (Fin 2) ℂ := by
    rw [Matrix.mem_unitaryGroup_iff]
    ext i j
    fin_cases i <;> fin_cases j <;>
      norm_num [U, Matrix.mul_apply, Fin.sum_univ_two, Matrix.star_apply, Complex.ext_iff]
  have hH : !![0, (t : ℂ); (t : ℂ), 0]
      = U * diagonal (fun k => ((![t, -t] k : ℝ) : ℂ)) * star U := by
    ext i j
    rw [Matrix.mul_apply, Fin.sum_univ_two, Matrix.mul_diagonal, Matrix.mul_diagonal,
      Matrix.star_apply, Matrix.star_apply]
    fin_cases i <;> fin_cases j <;> apply Complex.ext <;> simp [U] <;> ring
  have h := stone_of_diagonalization hU hH 0 (show -t < t by linarith)
  have h1 : t ≠ -t := by linarith
  have h2 : -t ≠ t := h1.symm
  convert h using 2
  norm_num [siteWeight, U, Fin.sum_univ_two, Set.indicator, Complex.normSq_apply, h1, h2,
    ht.ne']

end

end FiniteStoneFormula
```

```lean
#print axioms FiniteStoneFormula.stone_of_diagonalization
#print axioms FiniteStoneFormula.stone_formula
#print axioms FiniteStoneFormula.dimer_half_weight
```

```
'FiniteStoneFormula.stone_of_diagonalization' depends on axioms: [propext, Classical.choice, Quot.sound]
'FiniteStoneFormula.stone_formula' depends on axioms: [propext, Classical.choice, Quot.sound]
'FiniteStoneFormula.dimer_half_weight' depends on axioms: [propext, Classical.choice, Quot.sound]
```

## Matrix-valued form and extended systems

The statement could have been modelled with the full matrix \([G(E-i\eta)-G(E+i\eta)]/(2\pi i)\) and spectral projections in place of site weights. That would include the off-diagonal elements and remove the eigenbasis from the statement, but the integrals and limits would then be matrix-valued.

The step to an extended solid is a separate one. There the system size goes to infinity at fixed \(\eta\) before \(\eta\) goes to zero, whereas here the matrix stays fixed throughout.
